# Recentring truncated moments on a line is exactly reversible, with maximum-row-sum condition number $(1+|s|)^{2L}$

Keep only the charge and the dipole of a distribution on a line. Adding $s>0$ to every coordinate, which moves the expansion centre by $-s$, sends $(q,p)$ to $(q,\,p+sq)$, and the shift $-s$ undoes this exactly. Now take the signal $(1,-(1+s))$ and the noise $(1,1)$. The signal becomes $(1,-1)$ because the shift cancels part of its dipole, while the noise becomes $(1,1+s)$. Measured by largest components, the noise-to-signal ratio rises from $1/(1+s)$ to $1+s$, a factor $(1+s)^2$.

## Point sources determine the shift and its amplification

A unit source at $x$ has moments $\mu(x)_l=x^l$ for $l=0,\dots,L$. Let $T(s)$ have entries $\binom{m}{l}s^{m-l}$ for $l\le m$ and zero otherwise. The binomial theorem gives

$$(T(s)\mu(x))_m=\sum_{l\le m}\binom{m}{l}s^{m-l}x^l=(x+s)^m .$$

Order $m$ needs only orders up to $m$, so truncation costs nothing here.

Suppose that matrices $A$ and $B$ agree on every $\mu(x)$. Let $V$ have columns $\mu(0),\dots,\mu(L)$. Then $AV=BV$, and $\det V=\prod_{i<j}(j-i)\neq0$, so $A=B$. Both $T(s)T(t)$ and $T(s+t)$ send $\mu(x)$ to $\mu(x+s+t)$, hence they are equal. Likewise $T(0)=1$, and therefore $T(s)^{-1}=T(-s)$.

Row $m$ has absolute sum $\sum_{l\le m}\binom{m}{l}|s|^{m-l}=(1+|s|)^m$, which is largest at $m=L$. The same holds for $T(-s)$, and the product of the two maxima is $(1+|s|)^{2L}$.

In the maximum norm, noise $d$ and signal $a$ therefore satisfy

$$\|T(s)d\|\le(1+|s|)^L\|d\|,\qquad \|a\|=\|T(-s)T(s)a\|\le(1+|s|)^L\|T(s)a\| .$$

Multiplying these bounds the growth of the noise-to-signal ratio by $(1+|s|)^{2L}$.

To attain the bound, choose $\sigma=\pm1$ with $\sigma s=|s|$, so that $|\sigma+s|=1+|s|$. For $|x|\ge1$ the highest moment dominates and $\|\mu(x)\|=|x|^L$. The noise $\mu(\sigma)$ goes to $\mu(\sigma+s)$, growing from $1$ to $(1+|s|)^L$. The signal $\mu(-(\sigma+s))$ goes to $\mu(-\sigma)$, shrinking from $(1+|s|)^L$ to $1$.

## A child cell handed to its parent

In a one-dimensional tree code, a child cell's moments are shifted to the centre of its parent. With the child's half-width as the unit of length, $|s|=1$. For $L=10$ the worst-case factor is $2^{20}\approx10^6$, so noise of $10^{-16}$ times the largest stored moment can reach about $10^{-10}$ times the largest shifted one. If each moment carries only its own relative rounding error, the worst case is milder, because smaller moments then carry less noise. The extreme signal above, a single source at distance $2$ from the child's centre, lies outside the child cell, but charges of both signs at $L+1$ distinct points inside the cell can reproduce its moments. If all charges in the cell have the same sign, the largest moment is the total charge and cannot shrink, so the factor is at most $2^L$. The number depends on the length unit, since the norm compares moments of different orders.

Multipole re-expansion between sites in electronic-structure calculations also moves moments to a new centre, but this model has monomial moments on a line, without angular momentum, and counts only errors already present in the input.

## The matrix, the sources and the norms in Lean

```lean
import Mathlib

open Matrix

namespace ReexpansionNoise

noncomputable section
```

The index type `Fin (L + 1)` runs over the orders $0,\dots,L$, and `recentre L s` is $T(s)$.

```lean
/-- The recentring matrix for moments up to order `L`: row `m`, column `l` holds
`binom(m,l) s^(m-l)` for `l ≤ m`, and zero otherwise. -/
def recentre (L : ℕ) (s : ℝ) : Matrix (Fin (L + 1)) (Fin (L + 1)) ℝ :=
  Matrix.of fun m l =>
    if (l : ℕ) ≤ (m : ℕ) then ((m : ℕ).choose (l : ℕ) : ℝ) * s ^ ((m : ℕ) - (l : ℕ)) else 0

/-- The moments `x^l`, `l = 0, …, L`, of a unit point source at position `x` on a line. -/
def moments (L : ℕ) (x : ℝ) : Fin (L + 1) → ℝ := fun l => x ^ (l : ℕ)
```

The condition number is built from the actual matrix inverse; that this is the opposite shift is proved later.

```lean
/-- The maximum-row-sum norm of a square matrix. -/
def maxRowSum {L : ℕ} (A : Matrix (Fin (L + 1)) (Fin (L + 1)) ℝ) : ℝ :=
  Finset.univ.sup' Finset.univ_nonempty fun i => ∑ j, |A i j|

/-- The condition number of an invertible matrix in the maximum-row-sum norm. -/
def conditionNumber {L : ℕ} (A : Matrix (Fin (L + 1)) (Fin (L + 1)) ℝ) : ℝ :=
  maxRowSum A * maxRowSum A⁻¹
```

## Composition from the action on sources

The first theorem is the binomial step. Its `calc` block discards the zero entries with $l>m$, then applies `add_pow`.

```lean
/-- Recentring by `s` turns the truncated moments of a point source at `x` into exactly
those of a point source at `x + s`. -/
theorem recentre_moments (L : ℕ) (s x : ℝ) :
    recentre L s *ᵥ moments L x = moments L (x + s) := by
  ext m
  have hm : (m : ℕ) < L + 1 := m.isLt
  calc (recentre L s *ᵥ moments L x) m
      = ∑ l : Fin (L + 1), (fun k : ℕ => (if k ≤ (m : ℕ) then
          ((m : ℕ).choose k : ℝ) * s ^ ((m : ℕ) - k) else 0) * x ^ k) (l : ℕ) := rfl
    _ = ∑ k ∈ Finset.range (L + 1), (if k ≤ (m : ℕ) then
          ((m : ℕ).choose k : ℝ) * s ^ ((m : ℕ) - k) else 0) * x ^ k :=
        Fin.sum_univ_eq_sum_range (fun k : ℕ => (if k ≤ (m : ℕ) then
          ((m : ℕ).choose k : ℝ) * s ^ ((m : ℕ) - k) else 0) * x ^ k) (L + 1)
    _ = ∑ k ∈ Finset.range ((m : ℕ) + 1), (if k ≤ (m : ℕ) then
          ((m : ℕ).choose k : ℝ) * s ^ ((m : ℕ) - k) else 0) * x ^ k := by
        -- moments above order m do not contribute
        symm
        apply Finset.sum_subset
        · intro k hk
          have := Finset.mem_range.1 hk
          exact Finset.mem_range.2 (by omega)
        · intro k _ hk
          have h : ¬ k ≤ (m : ℕ) := fun h => hk (Finset.mem_range.2 (by omega))
          rw [if_neg h, zero_mul]
    _ = moments L (x + s) m := by
        change _ = (x + s) ^ (m : ℕ)
        rw [add_pow]
        apply Finset.sum_congr rfl
        intro k hk
        have h : k ≤ (m : ℕ) := by
          have := Finset.mem_range.1 hk
          omega
        rw [if_pos h]
        ring
```

Next comes the Vandermonde argument. `hcol` identifies column $i$ of $CV$ with $C$ acting on the source at $i$, and the last lines cancel $V$.

```lean
/-- Two linear maps on truncated moments that agree on every point source are equal. -/
theorem eq_of_moments {L : ℕ} {A B : Matrix (Fin (L + 1)) (Fin (L + 1)) ℝ}
    (h : ∀ x, A *ᵥ moments L x = B *ᵥ moments L x) : A = B := by
  -- sources at 0, 1, …, L have linearly independent moments (Vandermonde)
  obtain ⟨V, hu, hV⟩ : ∃ V : Matrix (Fin (L + 1)) (Fin (L + 1)) ℝ,
      IsUnit V.det ∧ ∀ m i, V m i = moments L ((i : ℕ) : ℝ) m := by
    refine ⟨(Matrix.vandermonde fun i : Fin (L + 1) => ((i : ℕ) : ℝ))ᵀ, ?_, ?_⟩
    · rw [Matrix.det_transpose]
      exact isUnit_iff_ne_zero.2 (Matrix.det_vandermonde_ne_zero_iff.2
        fun i j hij => Fin.ext (Nat.cast_injective (R := ℝ) hij))
    · intro m i
      simp [moments, Matrix.vandermonde_apply]
  have hcol : ∀ (C : Matrix (Fin (L + 1)) (Fin (L + 1)) ℝ) (m i : Fin (L + 1)),
      (C * V) m i = (C *ᵥ moments L ((i : ℕ) : ℝ)) m := by
    intro C m i
    simp only [Matrix.mul_apply, Matrix.mulVec, dotProduct, hV]
  have hAB : A * V = B * V := by
    ext m i
    rw [hcol A, hcol B, h]
  calc A = A * V * V⁻¹ := (Matrix.mul_nonsing_inv_cancel_right V A hu).symm
    _ = B * V * V⁻¹ := by rw [hAB]
    _ = B := Matrix.mul_nonsing_inv_cancel_right V B hu
```

The composition law and the inverse follow by comparing shifted sources.

```lean
/-- Successive truncated recentrings compose exactly: the shifts add. -/
theorem recentre_mul (L : ℕ) (s t : ℝ) :
    recentre L s * recentre L t = recentre L (s + t) := by
  apply eq_of_moments
  intro x
  have e : x + t + s = x + (s + t) := by ring
  rw [← Matrix.mulVec_mulVec, recentre_moments L t, recentre_moments L s,
    recentre_moments L (s + t), e]

/-- Recentring by zero changes nothing, and the inverse of recentring by `s` is
recentring by `-s`. -/
theorem recentre_zero_and_inv (L : ℕ) (s : ℝ) :
    recentre L 0 = 1 ∧ (recentre L s)⁻¹ = recentre L (-s) := by
  have h0 : recentre L 0 = 1 := by
    apply eq_of_moments
    intro x
    rw [recentre_moments, add_zero, Matrix.one_mulVec]
  exact ⟨h0, Matrix.inv_eq_right_inv (by rw [recentre_mul, add_neg_cancel, h0])⟩
```

## Row sums and the condition number

The row sum is read as the $m$-th moment of a source at $1$ shifted by $|s|$, so the binomial step serves again.

```lean
/-- The absolute entries in row `m` of the recentring matrix add up to `(1 + |s|)^m`. -/
theorem row_sum (L : ℕ) (s : ℝ) (m : Fin (L + 1)) :
    ∑ l, |recentre L s m l| = (1 + |s|) ^ (m : ℕ) := by
  -- the row sum is the m-th moment of a source at 1 shifted by |s|
  have h : ∑ l, |recentre L s m l| = (recentre L |s| *ᵥ moments L 1) m := by
    simp only [Matrix.mulVec, dotProduct, moments, one_pow, mul_one]
    apply Finset.sum_congr rfl
    intro l _
    simp only [recentre, Matrix.of_apply]
    split_ifs
    · rw [abs_mul, abs_pow, Nat.abs_cast]
    · exact abs_zero
  rw [h, recentre_moments]
  rfl
```

The words "ill conditioned" in the next theorem's name refer to high orders: at fixed $s\neq0$ the condition number grows exponentially with $L$, while for $s=0$ or $L=0$ it is $1$. In `hmax`, every row is bounded by the last one, and the last one attains the bound.

```lean
/-- Truncated recentring is exactly undone by the opposite shift, yet its condition number
in the maximum-row-sum norm is `(1 + |s|)^(2L)`. -/
theorem reversible_but_ill_conditioned (L : ℕ) (s : ℝ) :
    recentre L (-s) * recentre L s = 1 ∧
      conditionNumber (recentre L s) = (1 + |s|) ^ (2 * L) := by
  have hmax : ∀ t : ℝ, maxRowSum (recentre L t) = (1 + |t|) ^ L := by
    intro t
    unfold maxRowSum
    apply le_antisymm
    · apply Finset.sup'_le
      intro m _
      exact (row_sum L t m).trans_le (pow_le_pow_right₀
        (by linarith [abs_nonneg t]) (Nat.le_of_lt_succ m.isLt))
    · calc (1 + |t|) ^ L = ∑ j, |recentre L t (Fin.last L) j| := by
            rw [row_sum, Fin.val_last]
        _ ≤ _ := Finset.le_sup' (fun i => ∑ j, |recentre L t i j|) (Finset.mem_univ _)
  refine ⟨by rw [recentre_mul, neg_add_cancel, (recentre_zero_and_inv L s).1], ?_⟩
  unfold conditionNumber
  rw [(recentre_zero_and_inv L s).2, hmax s, hmax (-s), abs_neg, ← pow_add, two_mul]
```

## Amplification of noise and its extreme case

The norm on `Fin (L + 1) → ℝ` is the maximum norm. `hb` bounds growth; `ha` applies it to the reverse shift. The product form also admits zero vectors.

```lean
/-- For a signal `a` and noise `d`, measured in the maximum norm, recentring multiplies the
noise-to-signal ratio by at most `(1 + |s|)^(2L)`; the bound is written without division. -/
theorem noise_bound (L : ℕ) (s : ℝ) (a d : Fin (L + 1) → ℝ) :
    ‖recentre L s *ᵥ d‖ * ‖a‖ ≤
      (1 + |s|) ^ (2 * L) * (‖d‖ * ‖recentre L s *ᵥ a‖) := by
  have hb : ∀ (t : ℝ) (v : Fin (L + 1) → ℝ),
      ‖recentre L t *ᵥ v‖ ≤ (1 + |t|) ^ L * ‖v‖ := by
    intro t v
    refine (pi_norm_le_iff_of_nonneg (by positivity)).2 fun m => ?_
    calc ‖(recentre L t *ᵥ v) m‖ = ‖∑ l, recentre L t m l * v l‖ := rfl
      _ ≤ ∑ l, ‖recentre L t m l * v l‖ :=
          norm_sum_le Finset.univ (fun l => recentre L t m l * v l)
      _ ≤ ∑ l, |recentre L t m l| * ‖v‖ := Finset.sum_le_sum fun l _ => by
          rw [norm_mul, Real.norm_eq_abs (recentre L t m l)]
          exact mul_le_mul_of_nonneg_left (norm_le_pi_norm v l) (abs_nonneg _)
      _ = (1 + |t|) ^ (m : ℕ) * ‖v‖ := by rw [← Finset.sum_mul, row_sum]
      _ ≤ (1 + |t|) ^ L * ‖v‖ := mul_le_mul_of_nonneg_right (pow_le_pow_right₀
          (by linarith [abs_nonneg t]) (Nat.le_of_lt_succ m.isLt)) (norm_nonneg v)
  -- shifting back bounds how much the signal can shrink
  have ha : ‖a‖ ≤ (1 + |s|) ^ L * ‖recentre L s *ᵥ a‖ := by
    have h := hb (-s) (recentre L s *ᵥ a)
    rwa [Matrix.mulVec_mulVec, (reversible_but_ill_conditioned L s).1,
      Matrix.one_mulVec, abs_neg] at h
  calc ‖recentre L s *ᵥ d‖ * ‖a‖
      ≤ ((1 + |s|) ^ L * ‖d‖) * ((1 + |s|) ^ L * ‖recentre L s *ᵥ a‖) :=
        mul_le_mul (hb s d) ha (norm_nonneg _) (by positivity)
    _ = _ := by
        rw [two_mul, pow_add]
        ring
```

The final theorem states the four norms of the extreme pair. Inserted into `noise_bound`, they give equality.

```lean
/-- Let `σ = ±1` point along the shift `s`. Recentring amplifies the moments of a source at
`σ` from norm `1` to `(1 + |s|)^L`, and shrinks those of a source at `-(σ + s)` from
`(1 + |s|)^L` to `1`. -/
theorem noise_bound_attained (L : ℕ) (s σ : ℝ) (hσ : |σ| = 1) (hs : σ * s = |s|) :
    (‖moments L σ‖ = 1 ∧ ‖recentre L s *ᵥ moments L σ‖ = (1 + |s|) ^ L) ∧
      (‖moments L (-(σ + s))‖ = (1 + |s|) ^ L ∧
        ‖recentre L s *ᵥ moments L (-(σ + s))‖ = 1) := by
  -- for |x| ≥ 1 the highest moment dominates
  have hn : ∀ x : ℝ, 1 ≤ |x| → ‖moments L x‖ = |x| ^ L := by
    intro x hx
    apply le_antisymm
    · refine (pi_norm_le_iff_of_nonneg (by positivity)).2 fun m => ?_
      change ‖x ^ (m : ℕ)‖ ≤ _
      rw [norm_pow, Real.norm_eq_abs]
      exact pow_le_pow_right₀ hx (Nat.le_of_lt_succ m.isLt)
    · have h := norm_le_pi_norm (moments L x) (Fin.last L)
      have e : ‖moments L x (Fin.last L)‖ = |x| ^ L := by simp [moments]
      rwa [e] at h
  have hsum : |σ + s| = 1 + |s| := by
    have h0 := abs_nonneg s
    rcases eq_or_eq_neg_of_abs_eq hσ with h | h
    · rw [h] at hs ⊢
      have h1 : 0 ≤ 1 + s := by linarith
      rw [abs_of_nonneg h1]
      linarith
    · rw [h] at hs ⊢
      have h1 : -1 + s ≤ 0 := by linarith
      rw [abs_of_nonpos h1]
      linarith
  have hge : 1 ≤ |σ + s| := by linarith [abs_nonneg s]
  have e : -(σ + s) + s = -σ := by ring
  refine ⟨⟨?_, ?_⟩, ?_, ?_⟩
  · rw [hn σ hσ.ge, hσ, one_pow]
  · rw [recentre_moments, hn _ hge, hsum]
  · rw [hn _ (by rwa [abs_neg]), abs_neg, hsum]
  · rw [recentre_moments, e, hn _ (by rw [abs_neg, hσ]), abs_neg, hσ, one_pow]

end

end ReexpansionNoise
```

The hypothesis `hs` places $\sigma$ on the side of the shift. The condition $|\sigma|=1$ alone is not enough: for $L=1$, $s=1$, $\sigma=-1$, the noise $(1,-1)$ goes to $(1,0)$, of norm $1$ instead of $2$.

```lean
#print axioms ReexpansionNoise.reversible_but_ill_conditioned
#print axioms ReexpansionNoise.noise_bound
#print axioms ReexpansionNoise.noise_bound_attained
```

```
'ReexpansionNoise.reversible_but_ill_conditioned' depends on axioms: [propext, Classical.choice, Quot.sound]
'ReexpansionNoise.noise_bound' depends on axioms: [propext, Classical.choice, Quot.sound]
'ReexpansionNoise.noise_bound_attained' depends on axioms: [propext, Classical.choice, Quot.sound]
```
